# For electrons at distinct positions, some choice of spatial orbitals gives a nonzero Slater determinant exactly when as many electrons as spin orbitals are spin-up

Take a finite set of electrons at distinct positions, each with a definite spin up or down, and equally many spin orbitals, each with a fixed spin. The theorem says that spatial orbitals can be chosen to make the Slater determinant nonzero if and only if the number of up electrons equals the number of up orbitals. The orbitals are arbitrary functions with values in a nontrivial commutative ring, with no normalisation, orthogonality or continuity required, and the determinant carries no normalising prefactor. One direction uses the earlier lemma that the determinant vanishes when the counts differ. For the other, the proof matches each orbital to an electron of the same spin and lets it be 1 at that electron's position and 0 elsewhere, so that the Slater matrix is an identity matrix with permuted columns, whose determinant is the sign of a permutation.

As first written in Lean, the proof fails:

```lean
import Mathlib

open Finset

namespace SpinSlaterDeterminant

/-- The two spin projections of an electron. -/
inductive Spin
  | up
  | down
  deriving DecidableEq

/-- The number of labels (electrons or orbitals) that carry spin `c`. -/
def spinCount {n : Type*} [Fintype n] (s : n → Spin) (c : Spin) : ℕ :=
  (univ.filter (fun i => s i = c)).card

/-- The Slater matrix of spin orbitals: the entry is `φ j (r i)` if electron `i` and
orbital `j` have the same spin, and zero otherwise. -/
def spinSlater {n X K : Type*} [Zero K] (φ : n → X → K) (r : n → X)
    (s σ : n → Spin) : Matrix n n K :=
  Matrix.of fun i j => if s i = σ j then φ j (r i) else 0

/-- The numbers of up and down labels add up to the total number of labels. -/
theorem spinCount_up_add_down {n : Type*} [Fintype n] (s : n → Spin) :
    spinCount s Spin.up + spinCount s Spin.down = Fintype.card n := by
  have h : ∀ i, ((if s i = Spin.up then 1 else 0) +
      (if s i = Spin.down then 1 else 0) : ℕ) = 1 := by
    intro i
    cases s i <;> simp
  unfold spinCount
  rw [Finset.card_filter, Finset.card_filter, ← Finset.sum_add_distrib,
    Finset.sum_congr rfl (fun i _ => h i)]
  simp

/-- The numbers of up electrons and up orbitals agree exactly when the orbitals can be
assigned one-to-one to electrons of the same spin. -/
theorem spinCount_eq_iff_matching {n : Type*} [Fintype n] (s σ : n → Spin) :
    spinCount s Spin.up = spinCount σ Spin.up ↔
      ∃ π : Equiv.Perm n, ∀ j, s (π j) = σ j := by
  constructor
  · intro h
    have hs := spinCount_up_add_down s
    have hσ := spinCount_up_add_down σ
    have hc : ∀ c, spinCount σ c = spinCount s c := by
      intro c
      cases c <;> omega
    -- match the orbitals and electrons of each spin separately, then glue
    have e : ∀ c, {j // σ j = c} ≃ {i // s i = c} := fun c =>
      Fintype.equivOfCardEq (by
        rw [Fintype.card_subtype, Fintype.card_subtype]
        exact hc c)
    exact ⟨Equiv.ofFiberEquiv e, fun j => Equiv.ofFiberEquiv_map e j⟩
  · rintro ⟨π, h⟩
    simp only [spinCount, Finset.card_filter]
    exact (Equiv.sum_comp π (fun i => (if s i = Spin.up then 1 else 0 : ℕ))).symm.trans
      (Finset.sum_congr rfl fun j _ => by simp only [h j])

variable {n u d X K : Type*} [Fintype n] [DecidableEq n] [Fintype u] [DecidableEq u]
  [Fintype d] [DecidableEq d] [CommRing K]

/-- If the numbers of up electrons and up orbitals differ, the Slater determinant
vanishes. -/
theorem det_eq_zero_of_spinCount_ne (φ : n → X → K) (r : n → X) (s σ : n → Spin)
    (hne : spinCount s Spin.up ≠ spinCount σ Spin.up) :
    (spinSlater φ r s σ).det = 0 := by
  rw [Matrix.det_apply]
  refine Finset.sum_eq_zero fun π _ => ?_
  -- each permutation pairs some orbital with an electron of the wrong spin
  have hex : ∃ j, ¬ s (π j) = σ j := by
    by_contra h
    exact hne ((spinCount_eq_iff_matching s σ).2
      ⟨π, fun j => Classical.byContradiction fun hj => h ⟨j, hj⟩⟩)
  obtain ⟨j, hj⟩ := hex
  have h0 : ∏ i, spinSlater φ r s σ (π i) i = 0 :=
    Finset.prod_eq_zero (Finset.mem_univ j) (by simp [spinSlater, hj])
  rw [h0, smul_zero]

/-- For electrons at distinct positions, some choice of spatial orbitals gives a nonzero
Slater determinant exactly when the numbers of up electrons and up orbitals agree. -/
theorem exists_det_ne_zero_iff [Nontrivial K] (r : n → X) (hr : Function.Injective r)
    (s σ : n → Spin) :
    (∃ φ : n → X → K, (spinSlater φ r s σ).det ≠ 0) ↔
      spinCount s Spin.up = spinCount σ Spin.up := by
  classical
  constructor
  · rintro ⟨φ, hφ⟩
    by_contra hne
    exact hφ (det_eq_zero_of_spinCount_ne φ r s σ hne)
  · intro h
    obtain ⟨π, hπ⟩ := (spinCount_eq_iff_matching s σ).1 h
    -- orbital `j` is localised at the position of its matched electron
    refine ⟨fun j x => if x = r (π j) then 1 else 0, ?_⟩
    have hA : spinSlater (fun j x => if x = r (π j) then (1 : K) else 0) r s σ =
        (1 : Matrix n n K).submatrix id π := by
      ext i j
      by_cases hij : i = π j
      · subst hij
        simp [spinSlater, hπ j]
      · have hrij : r i ≠ r (π j) := fun h' => hij (hr h')
        simp [spinSlater, hrij, hij]
    rw [hA, Matrix.det_permute' π, Matrix.det_one, mul_one]
    rcases Int.units_eq_one_or (Equiv.Perm.sign π) with h' | h' <;> simp [h']

end SpinSlaterDeterminant
```

Messages:

```
Main.lean:97:6: error: unsolved goals
case pos
n : Type u_1
X : Type u_4
K : Type u_5
inst✝³ : Fintype n
inst✝² : DecidableEq n
inst✝¹ : CommRing K
inst✝ : Nontrivial K
r : n → X
hr : Function.Injective r
s σ : n → Spin
h : spinCount s Spin.up = spinCount σ Spin.up
π : Equiv.Perm n
hπ : ∀ (j : n), s (π j) = σ j
j : n
⊢ 1 = 1 (id (π j)) (π j)
```

What went wrong. The error arises where the Slater matrix is compared entry by entry with the permuted identity matrix, in the case of an electron and its matched orbital. `simp` reduces the Slater entry to 1 but leaves the goal `1 = 1 (id (π j)) (π j)`, whose right-hand side is an entry of the identity matrix. The `id` comes from `submatrix id π`, which leaves the rows in place.

The entry is on the diagonal, but its two indices are written differently. The simp lemma for diagonal entries, `Matrix.one_apply_eq`, needs the same index twice, and `simp` does not unfold `id` when matching it. Nor did it simplify the `id` away inside the matrix entry, so the goal stayed open.

The repair adds `Matrix.one_apply`, which applies to any two indices and turns the entry into `if id (π j) = π j then 1 else 0`. In that condition `simp` can remove the `id`, see that the equation is true, and reduce the entry to 1, which closes the goal.

As a diff, the version that Lean accepts:

```diff
@@ -96,5 +96,5 @@
       by_cases hij : i = π j
       · subst hij
-        simp [spinSlater, hπ j]
+        simp [spinSlater, hπ j, Matrix.one_apply]
       · have hrij : r i ≠ r (π j) := fun h' => hij (hr h')
         simp [spinSlater, hrij, hij]
```
